# Linear dichroism of the Cu L3 and L2 edges from an $x^2-y^2$ hole in a one-electron model

A cuprate crystal with one $3d_{x^2-y^2}$ hole per copper site is illuminated at the Cu L edges. Turning the linear polarization from the CuO$_2$ plane towards the $z$ axis weakens both white lines. The hole also carries a spin, and the core level has strong spin-orbit coupling, so does the spin direction affect the signal? For a hole that is the $x^2-y^2$ orbital times a single spinor, and for real polarization $e$, it does not. Up to a common factor, the intensities are

$$I_{L_3}=\tfrac23(e_x^2+e_y^2),\qquad I_{L_2}=\tfrac13(e_x^2+e_y^2).$$

In this one-electron model, linear dichroism therefore reports the plane in which the hole orbital lies and not the direction of its spin.

## Absorption as an expectation value in the 2p shell

Let $|d,c\rangle$ be the hole, meaning the empty one-electron state, with spinor $c$. The net spin of the nine 3d electrons that remain points the opposite way. Let $k$ run over the core states of one edge, with projector $P$. The summed intensity is

$$\sum_k|\langle d,c|e\cdot r|k\rangle|^2=\langle\varphi|P|\varphi\rangle,$$

where $\varphi$ is the 2p part of $(e^*\cdot r)|d,c\rangle$. By symmetry, the integrals $\langle p_i|r_j|x^2-y^2\rangle$ vanish except for $i=j=x$ and $i=j=y$, which are equal and opposite. For normalised orbitals their magnitude is the 2p–3d radial integral times the angular number $1/\sqrt5$; the code comment calls this whole product the common radial factor. With it dropped, $\varphi=v\otimes c$ and $v=(e_x^*,-e_y^*,0)$. The file takes this expression as its starting point.

```lean
import Mathlib

open Matrix
open scoped Kronecker ComplexConjugate

namespace CuprateLEdge

noncomputable section
```

The orbital matrices act on $p_x,p_y,p_z$ (indices 0, 1, 2), with $\hbar=1$.

```lean
/-- The x component of the orbital angular momentum of a p shell, in the basis p_x, p_y, p_z. -/
def Lx : Matrix (Fin 3) (Fin 3) ℂ := !![0, 0, 0; 0, 0, -Complex.I; 0, Complex.I, 0]

/-- The y component of the orbital angular momentum of a p shell, in the same basis. -/
def Ly : Matrix (Fin 3) (Fin 3) ℂ := !![0, 0, Complex.I; 0, 0, 0; -Complex.I, 0, 0]

/-- The z component of the orbital angular momentum of a p shell, in the same basis. -/
def Lz : Matrix (Fin 3) (Fin 3) ℂ := !![0, -Complex.I, 0; Complex.I, 0, 0; 0, 0, 0]
```

The spin matrices act on up and down along $z$ (indices 0, 1).

```lean
/-- The x component of the electron spin, in the basis up, down along z. -/
def Sx : Matrix (Fin 2) (Fin 2) ℂ := !![0, 1 / 2; 1 / 2, 0]

/-- The y component of the electron spin. -/
def Sy : Matrix (Fin 2) (Fin 2) ℂ := !![0, -Complex.I / 2; Complex.I / 2, 0]

/-- The z component of the electron spin. -/
def Sz : Matrix (Fin 2) (Fin 2) ℂ := !![1 / 2, 0; 0, -1 / 2]
```

The six spin-orbitals are indexed by pairs, orbital first, and $L\cdot S$ is a sum of Kronecker products.

```lean
/-- The spin-orbit operator L·S on the six 2p spin-orbitals. -/
def spinOrbit : Matrix (Fin 3 × Fin 2) (Fin 3 × Fin 2) ℂ :=
  Lx ⊗ₖ Sx + Ly ⊗ₖ Sy + Lz ⊗ₖ Sz

/-- The L3 edge operator (2/3)(1 + L·S). -/
def edgeL3 : Matrix (Fin 3 × Fin 2) (Fin 3 × Fin 2) ℂ := (2 / 3 : ℂ) • (1 + spinOrbit)

/-- The L2 edge operator (1/3)(1 - 2 L·S). -/
def edgeL2 : Matrix (Fin 3 × Fin 2) (Fin 3 × Fin 2) ℂ :=
  (1 / 3 : ℂ) • (1 - (2 : ℂ) • spinOrbit)
```

`expect` is $\langle\psi|A|\psi\rangle$ without division by the norm, since the length of $\varphi$ carries the absorption strength.

```lean
/-- The expectation ⟨ψ|A|ψ⟩, without normalization of ψ. -/
def expect {n : Type} [Fintype n] (A : Matrix n n ℂ) (ψ : n → ℂ) : ℂ :=
  star ψ ⬝ᵥ (A *ᵥ ψ)

/-- The product of an orbital vector and a spinor. -/
def spinOrbital (v : Fin 3 → ℂ) (c : Fin 2 → ℂ) : Fin 3 × Fin 2 → ℂ :=
  fun p => v p.1 * c p.2

/-- The 2p orbital coupled by light of polarization e to an x²-y² hole, with the common
radial factor dropped. The conjugates belong to the absorption of a photon. -/
def dipoleOrbital (e : Fin 3 → ℂ) : Fin 3 → ℂ := ![conj (e 0), -conj (e 1), 0]
```

## Core states with sharp $j$

Physically, each edge is taken to be one spin-orbit level of the 2p shell: $j=3/2$ for L3 and $j=1/2$ for L2, with the same radial function. From $2L\cdot S=J^2-L^2-S^2$, the values of $X=L\cdot S$ are $\tfrac12(\tfrac{15}4-\tfrac{11}4)=\tfrac12$ and $\tfrac12(\tfrac34-\tfrac{11}4)=-1$. Hence $(X-\tfrac12)(X+1)=0$, or $X^2=\tfrac12(1-X)$. Lean obtains this identity by checking all 36 matrix entries.

```lean
/-- The spin-orbit operator of a p shell satisfies (L·S)² = (1 - L·S)/2. -/
theorem spinOrbit_sq : spinOrbit * spinOrbit = (1 / 2 : ℂ) • (1 - spinOrbit) := by
  ext ⟨i, s⟩ ⟨j, t⟩
  fin_cases i <;> fin_cases s <;> fin_cases j <;> fin_cases t <;>
    norm_num [spinOrbit, Lx, Ly, Lz, Sx, Sy, Sz, Matrix.mul_apply, Fintype.sum_prod_type,
      Fin.sum_univ_succ, Matrix.one_apply, Complex.ext_iff]
```

Multiplying out gives $X\cdot\tfrac23(1+X)=\tfrac13(1+X)$ and $X\cdot\tfrac13(1-2X)=-\tfrac13(1-2X)$, so the two operators select the two levels.

```lean
/-- L·S takes the value 1/2 on the range of the L3 operator and -1 on the range of the
L2 operator. -/
theorem spinOrbit_on_edges :
    spinOrbit * edgeL3 = (1 / 2 : ℂ) • edgeL3 ∧ spinOrbit * edgeL2 = -edgeL2 := by
  constructor
  · rw [edgeL3, mul_smul_comm, mul_add, mul_one, spinOrbit_sq]
    module
  · rw [edgeL2, mul_smul_comm, mul_sub, mul_one, mul_smul_comm, spinOrbit_sq]
    module
```

Idempotence follows: $\tfrac23(1+X)$ acts on its own range as $\tfrac23\cdot\tfrac32=1$, and $\tfrac13(1-2X)$ acts on its own as $\tfrac13\cdot3=1$. On the L2 range the first operator gives $\tfrac23(1-1)=0$. The proof substitutes the previous theorem in the same way.

```lean
/-- The two edge operators are idempotent, their product L3 · L2 vanishes, and they add up
to the identity on the 2p shell. -/
theorem edge_projectors :
    edgeL3 * edgeL3 = edgeL3 ∧ edgeL2 * edgeL2 = edgeL2 ∧
      edgeL3 * edgeL2 = 0 ∧ edgeL3 + edgeL2 = 1 := by
  obtain ⟨h3, h2⟩ := spinOrbit_on_edges
  refine ⟨?_, ?_, ?_, ?_⟩
  · rw [show edgeL3 * edgeL3 = ((2 / 3 : ℂ) • (1 + spinOrbit)) * edgeL3 from rfl,
      smul_mul_assoc, add_mul, one_mul, h3]
    module
  · rw [show edgeL2 * edgeL2 = ((1 / 3 : ℂ) • (1 - (2 : ℂ) • spinOrbit)) * edgeL2 from rfl,
      smul_mul_assoc, sub_mul, one_mul, smul_mul_assoc, h2]
    module
  · rw [show edgeL3 * edgeL2 = ((2 / 3 : ℂ) • (1 + spinOrbit)) * edgeL2 from rfl,
      smul_mul_assoc, add_mul, one_mul, h2]
    module
  · rw [edgeL3, edgeL2]
    module
```

If the core hole interacts with an open valence shell, $j$ is mixed and these projectors no longer give the edge weights. In the ionic Cu$^{2+}$ picture the final 3d shell is full, which removes this 2p–3d multiplet mixing.

## A hole that is one orbital times one spinor

This hypothesis neglects spin-orbit coupling in the 3d shell. By hand, it lets the double sum factorize:

$$\sum v_i^*c_s^*A_{ij}B_{st}v_jc_t=\langle A\rangle_v\langle B\rangle_c.$$

```lean
/-- In a product state the expectation of an orbital operator times a spin operator is the
product of the two expectations. -/
theorem expect_kronecker (A : Matrix (Fin 3) (Fin 3) ℂ) (B : Matrix (Fin 2) (Fin 2) ℂ)
    (v : Fin 3 → ℂ) (c : Fin 2 → ℂ) :
    expect (A ⊗ₖ B) (spinOrbital v c) = expect A v * expect B c := by
  simp only [expect, spinOrbital, dotProduct, Matrix.mulVec, Fintype.sum_prod_type,
    Fin.sum_univ_three, Fin.sum_univ_two, Matrix.kroneckerMap_apply, Pi.star_apply, star_mul']
  ring
```

The $x^2-y^2$ shape enters through $v_z=0$. Both $L_x$ and $L_y$ couple $p_z$ to another orbital, so their expectations vanish. What remains is

$$\langle L_z\rangle=2\,\mathrm{Im}(v_x^*v_y)=2\,\mathrm{Im}(e_x^*e_y).$$

```lean
/-- The orbital selected by the x²-y² hole has no orbital moment along x or y, and its moment
along z is 2 Im(e_x* e_y). -/
theorem orbital_moment (e : Fin 3 → ℂ) :
    expect Lx (dipoleOrbital e) = 0 ∧ expect Ly (dipoleOrbital e) = 0 ∧
      expect Lz (dipoleOrbital e) = ((2 * (conj (e 0) * e 1).im : ℝ) : ℂ) := by
  refine ⟨?_, ?_, ?_⟩
  · simp [expect, Lx, dipoleOrbital, dotProduct, Matrix.mulVec, Fin.sum_univ_succ]
  · simp [expect, Ly, dipoleOrbital, dotProduct, Matrix.mulVec, Fin.sum_univ_succ]
  · apply Complex.ext <;>
      simp [expect, Lz, dipoleOrbital, dotProduct, Matrix.mulVec, Fin.sum_univ_succ] <;> ring
```

If 3d spin-orbit coupling mixes in other orbitals with other spinors, $\varphi$ becomes a sum of products. Cross terms appear, and the ratio can leave 2:1 even for linear light.

## A normalised spinor

The hypothesis `hc` says $|c_\uparrow|^2+|c_\downarrow|^2=1$: one full hole on copper. With $N=|e_x|^2+|e_y|^2$, it gives $\langle\varphi|\varphi\rangle=N$. Since $\langle S_z\rangle=\tfrac12(|c_\uparrow|^2-|c_\downarrow|^2)$,

$$\langle L\cdot S\rangle=M,\qquad M=\mathrm{Im}(e_x^*e_y)\,(|c_\uparrow|^2-|c_\downarrow|^2),$$

and the intensities are $\tfrac23(N+M)$ and $\tfrac13(N-2M)$.

```lean
/-- For any complex polarization e and unit spinor c of the x²-y² hole, the L3 and L2
intensities are 2/3 and 1/3 of |e_x|² + |e_y|², plus and minus the magnetic term
(2/3) Im(e_x* e_y) (|c_up|² - |c_down|²). -/
theorem edge_intensities (e : Fin 3 → ℂ) (c : Fin 2 → ℂ)
    (hc : Complex.normSq (c 0) + Complex.normSq (c 1) = 1) :
    expect edgeL3 (spinOrbital (dipoleOrbital e) c) =
        ((2 / 3 * (Complex.normSq (e 0) + Complex.normSq (e 1)) +
          2 / 3 * (conj (e 0) * e 1).im *
            (Complex.normSq (c 0) - Complex.normSq (c 1)) : ℝ) : ℂ) ∧
      expect edgeL2 (spinOrbital (dipoleOrbital e) c) =
        ((1 / 3 * (Complex.normSq (e 0) + Complex.normSq (e 1)) -
          2 / 3 * (conj (e 0) * e 1).im *
            (Complex.normSq (c 0) - Complex.normSq (c 1)) : ℝ) : ℂ) := by
  -- the norm of the spin-orbital factorizes
  have hv : expect 1 (dipoleOrbital e) =
      ((Complex.normSq (e 0) + Complex.normSq (e 1) : ℝ) : ℂ) := by
    apply Complex.ext <;>
      simp [expect, dipoleOrbital, dotProduct, Fin.sum_univ_succ, Complex.normSq_apply]
    ring
  have hs : expect 1 c = ((Complex.normSq (c 0) + Complex.normSq (c 1) : ℝ) : ℂ) := by
    apply Complex.ext <;>
      simp [expect, dotProduct, Fin.sum_univ_succ, Complex.normSq_apply]
    ring
  have h1 : expect 1 (spinOrbital (dipoleOrbital e) c) =
      ((Complex.normSq (e 0) + Complex.normSq (e 1) : ℝ) : ℂ) := by
    rw [← Matrix.one_kronecker_one, expect_kronecker, hv, hs, hc, Complex.ofReal_one, mul_one]
  -- only L_z S_z contributes to the spin-orbit expectation
  have hz : expect Sz c =
      (((Complex.normSq (c 0) - Complex.normSq (c 1)) / 2 : ℝ) : ℂ) := by
    apply Complex.ext <;>
      simp [expect, Sz, dotProduct, Matrix.mulVec, Fin.sum_univ_succ, Complex.normSq_apply] <;>
      ring
  obtain ⟨hx, hy, hl⟩ := orbital_moment e
  have hadd : ∀ (A B : Matrix (Fin 3 × Fin 2) (Fin 3 × Fin 2) ℂ) (ψ : Fin 3 × Fin 2 → ℂ),
      expect (A + B) ψ = expect A ψ + expect B ψ := fun A B ψ => by
    simp only [expect, Matrix.add_mulVec, dotProduct_add]
  have hsmul : ∀ (a : ℂ) (A : Matrix (Fin 3 × Fin 2) (Fin 3 × Fin 2) ℂ)
      (ψ : Fin 3 × Fin 2 → ℂ), expect (a • A) ψ = a * expect A ψ := fun a A ψ => by
    simp only [expect, Matrix.smul_mulVec, dotProduct_smul, smul_eq_mul]
  have hLS : expect spinOrbit (spinOrbital (dipoleOrbital e) c) =
      (((conj (e 0) * e 1).im * (Complex.normSq (c 0) - Complex.normSq (c 1)) : ℝ) : ℂ) := by
    rw [spinOrbit, hadd, hadd, expect_kronecker, expect_kronecker, expect_kronecker,
      hx, hy, hl, hz]
    push_cast
    ring
  constructor
  · rw [edgeL3, hsmul, hadd, h1, hLS]
    push_cast
    ring
  · rw [edgeL2, show (1 : Matrix (Fin 3 × Fin 2) (Fin 3 × Fin 2) ℂ) - (2 : ℂ) • spinOrbit =
      1 + (-2 : ℂ) • spinOrbit by module, hsmul, hadd, hsmul, h1, hLS]
    push_cast
    ring
```

In the proof, `hc` is used only in `h1`, the norm of $\varphi$; `hLS` is the value of $M$, and linearity of `expect` combines the two. Without `hc`, $N$ is multiplied by $|c_\uparrow|^2+|c_\downarrow|^2$. A hole shared with the ligands, with weight $n$ on copper, thus scales both linear-light intensities by $n$ and leaves their ratio alone.

## A real polarization

Real $e$ means linearly polarized light. Then $\mathrm{Im}(e_x^*e_y)=0$, so $M=0$ for every spinor. In Lean the hypothesis is the type `Fin 3 → ℝ`, and it is used in `him`.

```lean
/-- Linear dichroism of an x²-y² hole: for a real polarization e and any unit spinor c, the
L3 and L2 intensities are 2/3 and 1/3 of e_x² + e_y². -/
theorem linear_dichroism (e : Fin 3 → ℝ) (c : Fin 2 → ℂ)
    (hc : Complex.normSq (c 0) + Complex.normSq (c 1) = 1) :
    expect edgeL3 (spinOrbital ![(e 0 : ℂ), -(e 1 : ℂ), 0] c) =
        ((2 / 3 * (e 0 ^ 2 + e 1 ^ 2) : ℝ) : ℂ) ∧
      expect edgeL2 (spinOrbital ![(e 0 : ℂ), -(e 1 : ℂ), 0] c) =
        ((1 / 3 * (e 0 ^ 2 + e 1 ^ 2) : ℝ) : ℂ) := by
  have hd : dipoleOrbital (fun i => (e i : ℂ)) = ![(e 0 : ℂ), -(e 1 : ℂ), 0] := by
    simp only [dipoleOrbital, Complex.conj_ofReal]
  -- a real polarization carries no orbital moment
  have him : (conj (e 0 : ℂ) * (e 1 : ℂ)).im = 0 := by
    rw [Complex.conj_ofReal, ← Complex.ofReal_mul, Complex.ofReal_im]
  obtain ⟨h3, h2⟩ := edge_intensities (fun i => (e i : ℂ)) c hc
  rw [hd] at h3 h2
  rw [h3, h2, him, Complex.normSq_ofReal, Complex.normSq_ofReal]
  constructor <;> push_cast <;> ring
```

No normalisation of $e$ is required. For a unit vector at angle $\theta$ from $z$, the intensities are $\tfrac23\sin^2\theta$ and $\tfrac13\sin^2\theta$. Along $x$ they are $\tfrac23$ and $\tfrac13$, and along $z$ both vanish.

For complex $e$ the spin can matter. With $e=(1,i,0)$ and an empty state of spin up, $N=2$ and $M=1$, so the intensities are 2 and 0; for the unit vector $e/\sqrt2$ they are 1 and 0. Here $v\otimes c$ is the $m=+1$, spin-up state, which lies entirely in $j=3/2$.

```lean
/-- For the circular polarization (1, i, 0) and a spin-up x²-y² hole, the L3 intensity is 2
and the L2 intensity is zero. -/
theorem circular_spin_up :
    expect edgeL3 (spinOrbital (dipoleOrbital ![1, Complex.I, 0]) ![1, 0]) = 2 ∧
      expect edgeL2 (spinOrbital (dipoleOrbital ![1, Complex.I, 0]) ![1, 0]) = 0 := by
  obtain ⟨h3, h2⟩ := edge_intensities ![1, Complex.I, 0] ![1, 0] (by simp)
  rw [h3, h2]
  constructor <;> norm_num

end

end CuprateLEdge
```

A spin lying in the plane has $|c_\uparrow|=|c_\downarrow|$, so $M=0$ and the 2:1 ratio survives circular light too.

A program can also compute the same quantity as a sum of squared dipole matrix elements over core states built with Clebsch–Gordan coefficients. For a pure $x^2-y^2$ hole with a single spinor, and with core-valence interactions switched off, that sum should reproduce the values above times one fifth of the squared radial integral. If the code stores spin as the first index, the Kronecker factors must be swapped.

```lean
#print axioms CuprateLEdge.edge_projectors
-- 'CuprateLEdge.edge_projectors' depends on axioms: [propext, Classical.choice, Quot.sound]
#print axioms CuprateLEdge.linear_dichroism
-- 'CuprateLEdge.linear_dichroism' depends on axioms: [propext, Classical.choice, Quot.sound]
#print axioms CuprateLEdge.circular_spin_up
-- 'CuprateLEdge.circular_spin_up' depends on axioms: [propext, Classical.choice, Quot.sound]
```
